# A final linear observable of a linear recursion from one backward sweep

A simulation steps the temperatures on a grid through $N$ time steps, with a heat source acting in each step. At the end one number matters, say the reading of a single sensor. How does that reading depend on the initial temperatures and on each source? Rerunning the simulation once for each initial temperature and each component of each source answers the question, but one backward run gives the same information.

Let $x_k\in\mathbb R^n$ be the state after $k$ steps, $M_k$ a real $n\times n$ matrix and $s_k$ the source in step $k$:

$$x_{k+1}=M_kx_k+s_k .$$

The observable is $g\cdot x_N$ for a fixed vector $g$. Define adjoint vectors by $l_N=g$ and $l_k=M_k^{T}l_{k+1}$ for $k<N$. Then, for every $N$,

$$g\cdot x_N=l_0\cdot x_0+\sum_{k<N}l_{k+1}\cdot s_k .$$

The vector $l_{k+1}$ is thus the sensitivity of the observable to the source in step $k$.

## Gradients and adjoint checks in a code

If $M_k$, $s_k$ and $x_0$ depend on parameters, forward differentiation propagates one response per parameter. The adjoint route needs one forward run, one backward run and, for each parameter, a sum of dot products. Where $M_k$ depends on a parameter, the sum pairs $l_{k+1}$ with the derivative of $M_k$ applied to $x_k$; if that derivative is a dense matrix, forming this vector can cost as much as a forward step. The two runs go through the steps in opposite orders, so the vectors of whichever run comes first are stored or recomputed for use in the other.

The identity also serves to check an adjoint routine: compute both sides independently and compare. Both are linear in the initial state and the sources, so in exact arithmetic agreement on all unit initial states and all single unit impulses settles the matter for the matrices and the $g$ used in the test.

The Z-vector method of electronic-structure theory likewise replaces a response solve per perturbation by one transposed solve; the result here is that exchange for a finite, real, linear recursion, whose steps form one block-bidiagonal linear system.

## Moving the matrix across the dot product

Insert the recursion into the pairing of adjoint vector and state:

$$\begin{aligned}
l_{k+1}\cdot x_{k+1}&=l_{k+1}\cdot(M_kx_k)+l_{k+1}\cdot s_k\\
&=(M_k^{T}l_{k+1})\cdot x_k+l_{k+1}\cdot s_k\\
&=l_k\cdot x_k+l_{k+1}\cdot s_k .
\end{aligned}$$

Adding these equations for $k=0,\dots,j-1$, with $j\le N$, gives

$$l_j\cdot x_j=l_0\cdot x_0+\sum_{k<j}l_{k+1}\cdot s_k .$$

At $j=N$, $l_N=g$ gives the identity. For $N=0$ the sum is empty and $l_0=g$.

Conversely, suppose that some sequence $l$ satisfies the identity for all $x_0$ and all sources. Let $a$ be the sequence obtained by propagating $g$ backwards. It satisfies the identity too, so the two right-hand sides agree. With no sources and $x_0=e_i$, the $i$-th unit vector, this gives $(l_0)_i=(a_0)_i$. With $x_0=0$ and the single impulse $s_k=e_i$, it gives $(l_{k+1})_i=(a_{k+1})_i$. Hence $l$ and $a$ agree from step $0$ to step $N$, and $l$ solves the adjoint equations.

For the gradient, let a prime denote the derivative with respect to a real parameter $\theta$ at $\theta=t$. The product rule gives

$$x_{k+1}'=M_kx_k'+(M_k'x_k+s_k').$$

This is the original recursion with a new source, so the identity applies to it:

$$(g\cdot x_N)'=l_0\cdot x_0'+\sum_{k<N}l_{k+1}\cdot(M_k'x_k+s_k').$$

The adjoint vectors depend on $g$ and on the matrices at $t$, but not on the derivatives of the data.

The transpose matters. Take $N=1$, $s_0=0$, $g=e_1$, $x_0=e_2$ and

$$M_0=\begin{pmatrix}0&1\\0&0\end{pmatrix}.$$

Then $x_1=e_1$ and $g\cdot x_1=1$. If the transpose is dropped and $l_0=M_0g=0$ is used instead, the right-hand side is $0$. The correct $l_0=M_0^{T}g=e_2$ gives $1$.

## The recursion, its adjoint and the gradient in Lean

```lean
import Mathlib

open Matrix

namespace AdjointPropagation

noncomputable section

variable {n : Type*} [Fintype n]

/-- The state after `k` steps of the forward propagation `x_(k+1) = M_k x_k + s_k`,
started from `x₀`. -/
def state (M : ℕ → Matrix n n ℝ) (s : ℕ → n → ℝ) (x₀ : n → ℝ) : ℕ → n → ℝ
  | 0 => x₀
  | k + 1 => M k *ᵥ state M s x₀ k + s k

/-- The sequence `l` solves the adjoint equations: it equals `g` at step `N` and is propagated
backwards by the transposed matrices. -/
structure IsAdjoint (M : ℕ → Matrix n n ℝ) (g : n → ℝ) (N : ℕ) (l : ℕ → n → ℝ) : Prop where
  final : l N = g
  step : ∀ k < N, l k = (M k)ᵀ *ᵥ l (k + 1)

/-- The adjoint vector at step `k ≤ N`, obtained by propagating `g` backwards from step `N`. -/
def adjointState (M : ℕ → Matrix n n ℝ) : ℕ → (n → ℝ) → ℕ → n → ℝ
  | 0, g, _ => g
  | N + 1, g, k => if k = N + 1 then g else adjointState M N ((M N)ᵀ *ᵥ g) k

/-- The source `M_k' x_k + s_k'` that drives the first-order response of the state when the
matrices and sources change at the rates `M'` and `s'`. -/
def responseSource (M : ℕ → Matrix n n ℝ) (s : ℕ → n → ℝ) (x₀ : n → ℝ)
    (M' : ℕ → Matrix n n ℝ) (s' : ℕ → n → ℝ) (k : ℕ) : n → ℝ :=
  M' k *ᵥ state M s x₀ k + s' k

/-- Backward propagation of `g` solves the adjoint equations, for all matrices and any number
of steps. -/
theorem adjointState_witness (M : ℕ → Matrix n n ℝ) (g : n → ℝ) (N : ℕ) :
    IsAdjoint M g N (adjointState M N g) := by
  induction N generalizing g with
  | zero => exact ⟨rfl, fun k hk => absurd hk (Nat.not_lt_zero k)⟩
  | succ N ih =>
    have top : adjointState M (N + 1) g (N + 1) = g := by simp [adjointState]
    have low : ∀ k ≤ N,
        adjointState M (N + 1) g k = adjointState M N ((M N)ᵀ *ᵥ g) k := by
      intro k hk
      have hne : k ≠ N + 1 := by omega
      simp [adjointState, hne]
    refine ⟨top, fun k hk => ?_⟩
    rcases (show k < N ∨ k = N by omega) with h | h
    · rw [low k h.le, low (k + 1) h]
      exact (ih _).step k h
    · rw [h, low N le_rfl, top]
      exact (ih _).final

/-- In one step the pairing of adjoint vector and state changes by the pairing of the adjoint
vector with the source. -/
theorem pairing_step {M : ℕ → Matrix n n ℝ} {l : ℕ → n → ℝ} {k : ℕ}
    (h : l k = (M k)ᵀ *ᵥ l (k + 1)) (s : ℕ → n → ℝ) (x₀ : n → ℝ) :
    l (k + 1) ⬝ᵥ state M s x₀ (k + 1) = l k ⬝ᵥ state M s x₀ k + l (k + 1) ⬝ᵥ s k := by
  have hx : state M s x₀ (k + 1) = M k *ᵥ state M s x₀ k + s k := rfl
  -- move the matrix from the state to the adjoint vector
  rw [hx, h, dotProduct_add, Matrix.dotProduct_mulVec, Matrix.mulVec_transpose]

/-- At every intermediate step `j ≤ N`, the pairing of adjoint vector and state is its initial value
plus the contributions of the sources in the steps `k < j`. -/
theorem pairing_balance {M : ℕ → Matrix n n ℝ} {g : n → ℝ} {N : ℕ} {l : ℕ → n → ℝ}
    (hl : IsAdjoint M g N l) (s : ℕ → n → ℝ) (x₀ : n → ℝ) (j : ℕ) (hj : j ≤ N) :
    l j ⬝ᵥ state M s x₀ j = l 0 ⬝ᵥ x₀ + ∑ k ∈ Finset.range j, l (k + 1) ⬝ᵥ s k := by
  induction j with
  | zero => simp [state]
  | succ j ih =>
    rw [pairing_step (hl.step j (by omega)) s x₀, ih (by omega), Finset.sum_range_succ,
      add_assoc]

/-- Adjoint propagation: the final observable `g · x_N` equals `l_0 · x_0` plus the sum of
`l_(k+1) · s_k` over all steps `k < N`. -/
theorem adjoint_propagation {M : ℕ → Matrix n n ℝ} {g : n → ℝ} {N : ℕ} {l : ℕ → n → ℝ}
    (hl : IsAdjoint M g N l) (s : ℕ → n → ℝ) (x₀ : n → ℝ) :
    g ⬝ᵥ state M s x₀ N = l 0 ⬝ᵥ x₀ + ∑ k ∈ Finset.range N, l (k + 1) ⬝ᵥ s k := by
  rw [← hl.final]
  exact pairing_balance hl s x₀ N le_rfl

/-- A sequence solves the adjoint equations exactly when it reproduces the final observable
for all initial states and all sources. -/
theorem isAdjoint_iff (M : ℕ → Matrix n n ℝ) (g : n → ℝ) (N : ℕ) (l : ℕ → n → ℝ) :
    IsAdjoint M g N l ↔ ∀ (s : ℕ → n → ℝ) (x₀ : n → ℝ),
      g ⬝ᵥ state M s x₀ N = l 0 ⬝ᵥ x₀ + ∑ k ∈ Finset.range N, l (k + 1) ⬝ᵥ s k := by
  classical
  refine ⟨fun hl => adjoint_propagation hl, fun h => ?_⟩
  have ha := adjointState_witness M g N
  have key := fun s x₀ => (h s x₀).symm.trans (adjoint_propagation ha s x₀)
  -- a unit initial state without sources determines `l 0`
  have h0 : l 0 = adjointState M N g 0 := by
    funext i
    simpa using key (fun _ => 0) (Pi.single i 1)
  -- a unit impulse at step `k` determines `l (k + 1)`
  have hs : ∀ k < N, l (k + 1) = adjointState M N g (k + 1) := by
    intro k hk
    funext i
    have e : ∀ b : ℕ → n → ℝ, ∑ j ∈ Finset.range N,
        b (j + 1) ⬝ᵥ (if j = k then (Pi.single i 1 : n → ℝ) else 0) = b (k + 1) i := by
      intro b
      rw [Finset.sum_eq_single k]
      · simp
      · intro j _ hj
        simp [hj]
      · intro hn
        exact absurd (Finset.mem_range.2 hk) hn
    have h1 := key (fun j => if j = k then (Pi.single i 1 : n → ℝ) else 0) 0
    simpa only [e l, e (adjointState M N g), dotProduct_zero, zero_add] using h1
  have hall : ∀ k ≤ N, l k = adjointState M N g k := by
    intro k hk
    cases k with
    | zero => exact h0
    | succ k => exact hs k (by omega)
  refine ⟨(hall N le_rfl).trans ha.final, fun k hk => ?_⟩
  rw [hall k hk.le, hall (k + 1) hk]
  exact ha.step k hk

/-- The derivative of the state with respect to a parameter obeys the forward propagation with
the response source. -/
theorem state_hasDerivAt {M : ℝ → ℕ → Matrix n n ℝ} {s : ℝ → ℕ → n → ℝ} {x₀ : ℝ → n → ℝ}
    {M' : ℕ → Matrix n n ℝ} {s' : ℕ → n → ℝ} {x₀' : n → ℝ} {t : ℝ}
    (hM : ∀ k i j, HasDerivAt (fun θ => M θ k i j) (M' k i j) t)
    (hs : ∀ k i, HasDerivAt (fun θ => s θ k i) (s' k i) t)
    (hx : ∀ i, HasDerivAt (fun θ => x₀ θ i) (x₀' i) t) (k : ℕ) (i : n) :
    HasDerivAt (fun θ => state (M θ) (s θ) (x₀ θ) k i)
      (state (M t) (responseSource (M t) (s t) (x₀ t) M' s') x₀' k i) t := by
  induction k generalizing i with
  | zero => exact hx i
  | succ k ih =>
    -- product rule in each term of the matrix-vector product
    have h := (HasDerivAt.fun_sum (u := Finset.univ)
      fun (j : n) _ => (hM k i j).fun_mul (ih j)).fun_add (hs k i)
    have h2 : HasDerivAt (fun θ => state (M θ) (s θ) (x₀ θ) (k + 1) i) _ t := h
    refine h2.congr_deriv ?_
    simp only [state, responseSource, Matrix.mulVec, dotProduct, Pi.add_apply,
      Finset.sum_add_distrib]
    ring

/-- Adjoint gradient formula: the parameter derivative of `g · x_N` is `l_0 · x_0'` plus the sum
of `l_(k+1) · (M_k' x_k + s_k')` over all steps `k < N`. -/
theorem adjoint_gradient {M : ℝ → ℕ → Matrix n n ℝ} {s : ℝ → ℕ → n → ℝ} {x₀ : ℝ → n → ℝ}
    {M' : ℕ → Matrix n n ℝ} {s' : ℕ → n → ℝ} {x₀' : n → ℝ} {t : ℝ}
    (hM : ∀ k i j, HasDerivAt (fun θ => M θ k i j) (M' k i j) t)
    (hs : ∀ k i, HasDerivAt (fun θ => s θ k i) (s' k i) t)
    (hx : ∀ i, HasDerivAt (fun θ => x₀ θ i) (x₀' i) t)
    {g : n → ℝ} {N : ℕ} {l : ℕ → n → ℝ} (hl : IsAdjoint (M t) g N l) :
    HasDerivAt (fun θ => g ⬝ᵥ state (M θ) (s θ) (x₀ θ) N)
      (l 0 ⬝ᵥ x₀' + ∑ k ∈ Finset.range N,
        l (k + 1) ⬝ᵥ (M' k *ᵥ state (M t) (s t) (x₀ t) k + s' k)) t := by
  have h : HasDerivAt (fun θ => ∑ j, g j * state (M θ) (s θ) (x₀ θ) N j)
      (∑ j, g j * state (M t) (responseSource (M t) (s t) (x₀ t) M' s') x₀' N j) t :=
    HasDerivAt.fun_sum fun j _ => (state_hasDerivAt hM hs hx N j).const_mul (g j)
  -- the response is itself a forward propagation, so the main theorem applies to it
  exact h.congr_deriv
    (adjoint_propagation hl (responseSource (M t) (s t) (x₀ t) M' s') x₀')

end

end AdjointPropagation
```

```lean
#print axioms AdjointPropagation.isAdjoint_iff
#print axioms AdjointPropagation.adjoint_gradient
```

```
'AdjointPropagation.isAdjoint_iff' depends on axioms: [propext, Classical.choice, Quot.sound]
'AdjointPropagation.adjoint_gradient' depends on axioms: [propext, Classical.choice, Quot.sound]
```

## How the Lean statements match the recursion

The finite type `n` labels the components of the state, such as grid points. `state M s x₀ k` is $x_k$, `*ᵥ` applies a matrix to a vector and `⬝ᵥ` is the real dot product, without complex conjugation. `IsAdjoint M g N l` contains the final condition and the backward steps; it leaves `l` free beyond step `N`. `Finset.range N` runs over $0,\dots,N-1$.

`adjoint_propagation` is the identity, and `isAdjoint_iff` adds the converse. In `adjoint_gradient`, the hypotheses `hM`, `hs` and `hx` say that every entry of the matrices, sources and initial state is differentiable at `t`, with derivatives `M'`, `s'` and `x₀'`. The conclusion is that the observable is differentiable there, with the stated derivative.

## From the pairing step to the gradient

`adjointState_witness` shows by induction on `N` that backward propagation solves the adjoint equations. The induction keeps `g` general, because removing the last of $N+1$ steps leaves a problem that ends with $M_N^{T}g$ instead of $g$.

`pairing_step` is the three-line calculation above, and it turns on Mathlib's row-vector product `ᵥ*`. `Matrix.dotProduct_mulVec` rewrites $l_{k+1}\cdot(M_kx_k)$ as $(l_{k+1}M_k)\cdot x_k$, with $l_{k+1}$ read as a row. `Matrix.mulVec_transpose` turns $M_k^{T}l_{k+1}$ into the same row product, and the two sides coincide without any expansion into indices.

`pairing_balance` adds the steps by induction on `j`, and `adjoint_propagation` sets `j` to `N`. The converse in `isAdjoint_iff` uses `Pi.single i 1` for the unit vectors; `Finset.sum_eq_single` picks out the one step with an impulse. `state_hasDerivAt` applies the product rule by induction on `k`, and `adjoint_gradient` feeds the resulting `responseSource` to the main identity.

## Exact arithmetic, linear steps and a fixed observable

The theorems concern exact real numbers, so they give no bound on rounding error in either sweep. They also take the recursion as given: the error made in discretising a differential equation is a separate matter. The matrices may change from step to step but not with the state, so a nonlinear propagator must first be linearised. In the gradient formula $g$ doesn't depend on the parameter, and the derivatives of the data are supplied by the user.
